# For finite Hermitian matrices, a stabilising correction counted twice lowers the ground energy again by at least as much

Take two levels at energies $-1$ and $1$, and a correction that only couples them:

$$H=\begin{pmatrix}-1&0\\0&1\end{pmatrix},\qquad R=\begin{pmatrix}0&1\\1&0\end{pmatrix}.$$

The lowest eigenvalue of $H+tR$ is $E(t)=-\sqrt{1+t^2}$. The first count of $R$ lowers it by $\sqrt2-1\approx0.41$, the second by $\sqrt5-\sqrt2\approx0.82$. The ground state of $H+R$ has already adapted to $R$: its expectation value $\langle R\rangle=-1/\sqrt2\approx-0.71$ lies between the two energy changes, $-0.82$ and $-0.41$. The same ordering holds for all finite Hermitian $H$ and $R$.

Such a double count occurs if a scalar-relativistic operator is added to a Hamiltonian whose effective core potential already contains that effect. The result describes this error when both counts are the same matrix $R$ in a fixed, finite orthonormal basis; a real potential and an explicit operator generally differ.

## Energies and states of a finite matrix

The type `n` labels the basis states, which may be many-electron states.

In Lean 4 with Mathlib:

```lean
import Mathlib

open Matrix
open scoped ComplexOrder

namespace RelativisticDoubleCounting

noncomputable section

variable {n : Type*} [Fintype n]
```

A real number $e$ is a level of $A$ if $Av=ev$ for some $v\neq0$.

```lean
/-- The real energy levels of a matrix: real numbers that have a nonzero eigenvector. -/
def levels (A : Matrix n n ℂ) : Set ℝ :=
  {e | ∃ v : n → ℂ, v ≠ 0 ∧ A *ᵥ v = (e : ℂ) • v}
```

The ground energy $E_0(A)$ is the infimum of the levels.

```lean
/-- The ground energy: the infimum of the energy levels. -/
def groundEnergy (A : Matrix n n ℂ) : ℝ := sInf (levels A)
```

A ground state $\psi$ satisfies $\langle\psi|\psi\rangle=1$ and $A\psi=E_0(A)\psi$. It need not be unique.

```lean
/-- A ground state: a normalised eigenvector at the ground energy. -/
def IsGroundState (A : Matrix n n ℂ) (ψ : n → ℂ) : Prop :=
  star ψ ⬝ᵥ ψ = 1 ∧ A *ᵥ ψ = (groundEnergy A : ℂ) • ψ
```

For Hermitian $A$, $\langle\psi|A|\psi\rangle$ is real, so taking the real part loses nothing.

```lean
/-- The real part of `⟨ψ|A|ψ⟩`. -/
def expectation (A : Matrix n n ℂ) (ψ : n → ℂ) : ℝ := (star ψ ⬝ᵥ A *ᵥ ψ).re
```

With $R$ counted $t$ times the Hamiltonian is $H+tR$, and $E(t)=E_0(H+tR)$. Counts 0, 1 and 2 are the uncorrected, correct and doubly corrected cases.

```lean
/-- The Hamiltonian `H + t R`, in which the correction `R` is counted `t` times. -/
def corrected (H R : Matrix n n ℂ) (t : ℝ) : Matrix n n ℂ := H + (t : ℂ) • R
```

For Hermitian $H$ and $R$ and real $t$, $(H+tR)^\dagger=H^\dagger+tR^\dagger=H+tR$.

```lean
omit [Fintype n] in
lemma corrected_isHermitian {H R : Matrix n n ℂ} (hH : H.IsHermitian)
    (hR : R.IsHermitian) (t : ℝ) : (corrected H R t).IsHermitian := by
  unfold Matrix.IsHermitian corrected
  rw [conjTranspose_add, conjTranspose_smul, hH.eq, hR.eq, Complex.star_def,
    Complex.conj_ofReal]
```

Since $H+sR=(H+tR)+(s-t)R$, every $\psi$ obeys

$$\langle H+sR\rangle_\psi=\langle H+tR\rangle_\psi+(s-t)\langle R\rangle_\psi.$$

```lean
lemma expectation_corrected (H R : Matrix n n ℂ) (s t : ℝ) (ψ : n → ℂ) :
    expectation (corrected H R s) ψ
      = expectation (corrected H R t) ψ + (s - t) * expectation R ψ := by
  simp only [expectation, corrected, add_mulVec, smul_mulVec, dotProduct_add,
    dotProduct_smul, smul_eq_mul, Complex.add_re, Complex.re_ofReal_mul]
  ring
```

In a ground state, $\langle\psi|A|\psi\rangle=E_0(A)\langle\psi|\psi\rangle=E_0(A)$.

```lean
lemma IsGroundState.expectation_eq {A : Matrix n n ℂ} {ψ : n → ℂ}
    (h : IsGroundState A ψ) : expectation A ψ = groundEnergy A := by
  rw [expectation, h.2, dotProduct_smul, h.1, smul_eq_mul, mul_one, Complex.ofReal_re]
```

## The variational principle

From here on there is at least one basis state. A Hermitian matrix then has an eigenvector, so its set of levels is nonempty. Each level is a root of the characteristic polynomial, so the set is finite. A finite nonempty set contains its infimum.

```lean
variable [DecidableEq n] [Nonempty n]

/-- The ground energy of a Hermitian matrix is its lowest energy level. -/
theorem groundEnergy_isLeast {A : Matrix n n ℂ} (hA : A.IsHermitian) :
    IsLeast (levels A) (groundEnergy A) := by
  have hne : (levels A).Nonempty := by
    let i : n := Classical.arbitrary n
    refine ⟨hA.eigenvalues i, (hA.eigenvectorBasis i).ofLp, ?_, ?_⟩
    · intro h
      apply hA.eigenvectorBasis.orthonormal.ne_zero i
      ext j
      exact congrFun h j
    · exact hA.mulVec_eigenvectorBasis i
  -- every level is a root of the characteristic polynomial
  have hfin : (levels A).Finite := by
    have hroots := Polynomial.finite_setOfPred_isRoot A.charpoly_monic.ne_zero
    refine (hroots.preimage (Complex.ofReal_injective.injOn)).subset ?_
    rintro e ⟨v, hv, hAv⟩
    change A.charpoly.eval (e : ℂ) = 0
    rw [Matrix.eval_charpoly]
    refine Matrix.exists_mulVec_eq_zero_iff.mp ⟨v, hv, ?_⟩
    have hsc : Matrix.scalar n (e : ℂ) = (e : ℂ) • (1 : Matrix n n ℂ) := by
      rw [Matrix.smul_one_eq_diagonal]
      rfl
    rw [hsc, sub_mulVec, smul_mulVec, one_mulVec, hAv, sub_self]
  exact ⟨hne.csInf_mem hfin, fun e he => csInf_le hfin.bddBelow he⟩
```

Let $v\neq0$ be an eigenvector at this lowest level, and let $N=\sum_i|v_i|^2>0$. Then $v/\sqrt N$ is normalised and is still an eigenvector.

```lean
/-- Every Hermitian matrix of nonzero size has a ground state. -/
theorem exists_groundState {A : Matrix n n ℂ} (hA : A.IsHermitian) :
    ∃ ψ, IsGroundState A ψ := by
  obtain ⟨v, hv, hAv⟩ := (groundEnergy_isLeast hA).1
  obtain ⟨N, hNdef⟩ : ∃ N : ℝ, N = ∑ i, Complex.normSq (v i) := ⟨_, rfl⟩
  have hN : star v ⬝ᵥ v = (N : ℂ) := by
    rw [hNdef, Complex.ofReal_sum]
    exact Finset.sum_congr rfl fun i _ => Complex.normSq_eq_conj_mul_self.symm
  have hpos : 0 < N := by
    obtain ⟨i, hi⟩ := Function.ne_iff.mp hv
    rw [hNdef]
    exact Finset.sum_pos' (fun j _ => Complex.normSq_nonneg _)
      ⟨i, Finset.mem_univ i, Complex.normSq_pos.mpr hi⟩
  have hs : √N ≠ 0 := (Real.sqrt_pos.mpr hpos).ne'
  have hone : (√N)⁻¹ * ((√N)⁻¹ * N) = 1 := by
    calc (√N)⁻¹ * ((√N)⁻¹ * N) = (√N)⁻¹ * ((√N)⁻¹ * (√N * √N)) := by
          rw [Real.mul_self_sqrt hpos.le]
      _ = 1 := by field_simp
  -- normalise the eigenvector
  refine ⟨(((√N)⁻¹ : ℝ) : ℂ) • v, ?_, ?_⟩
  · rw [star_smul, smul_dotProduct, dotProduct_smul, hN, Complex.star_def,
      Complex.conj_ofReal, smul_eq_mul, smul_eq_mul]
    exact_mod_cast hone
  · rw [mulVec_smul, hAv, smul_comm]
```

If $(A-E_0)u=\lambda u$ with $u\neq0$, then $Au=(E_0+\lambda)u$. Thus $E_0+\lambda$ is a level, so $E_0+\lambda\ge E_0$ and $\lambda\ge0$. A Hermitian matrix with no negative eigenvalue is positive semidefinite.

```lean
lemma posSemidef_sub_groundEnergy {A : Matrix n n ℂ} (hA : A.IsHermitian) :
    (A - (groundEnergy A : ℂ) • (1 : Matrix n n ℂ)).PosSemidef := by
  have hB : (A - (groundEnergy A : ℂ) • (1 : Matrix n n ℂ)).IsHermitian := by
    unfold Matrix.IsHermitian
    rw [conjTranspose_sub, conjTranspose_smul, hA.eq, conjTranspose_one,
      Complex.star_def, Complex.conj_ofReal]
  refine hB.posSemidef_iff_eigenvalues_nonneg.mpr fun i => ?_
  -- an eigenvalue of the shifted matrix is a level of `A` minus the ground energy
  have hmem : groundEnergy A + hB.eigenvalues i ∈ levels A := by
    refine ⟨(hB.eigenvectorBasis i).ofLp, ?_, ?_⟩
    · intro h
      apply hB.eigenvectorBasis.orthonormal.ne_zero i
      ext j
      exact congrFun h j
    · have hm := hB.mulVec_eigenvectorBasis i
      rw [sub_mulVec, smul_mulVec, one_mulVec] at hm
      funext j
      have hj := congrFun hm j
      simp only [Pi.sub_apply, Pi.smul_apply, smul_eq_mul, Complex.real_smul] at hj
      simp only [Pi.smul_apply, smul_eq_mul, Complex.ofReal_add]
      linear_combination hj
  have hle := (groundEnergy_isLeast hA).2 hmem
  change 0 ≤ hB.eigenvalues i
  linarith
```

For normalised $\psi$ this gives

$$0\le\langle\psi|(A-E_0)|\psi\rangle=\langle A\rangle_\psi-E_0.$$

If the right side vanishes, write $A-E_0=B^\dagger B$. Then $\|B\psi\|^2=0$, hence $(A-E_0)\psi=0$, and $\psi$ is a ground state.

```lean
/-- Variational principle: a normalised state has energy at least the ground energy, and
a state that attains it is a ground state. -/
theorem variational {A : Matrix n n ℂ} (hA : A.IsHermitian) {ψ : n → ℂ}
    (hψ : star ψ ⬝ᵥ ψ = 1) :
    groundEnergy A ≤ expectation A ψ ∧
      (expectation A ψ = groundEnergy A → IsGroundState A ψ) := by
  have hP := posSemidef_sub_groundEnergy hA
  have h0 := Complex.le_def.mp (hP.dotProduct_mulVec_nonneg ψ)
  have hre : (star ψ ⬝ᵥ (A - (groundEnergy A : ℂ) • (1 : Matrix n n ℂ)) *ᵥ ψ).re
      = expectation A ψ - groundEnergy A := by
    rw [sub_mulVec, smul_mulVec, one_mulVec, dotProduct_sub, dotProduct_smul, hψ,
      smul_eq_mul, mul_one, Complex.sub_re, Complex.ofReal_re, expectation]
  refine ⟨?_, fun heq => ⟨hψ, ?_⟩⟩
  · have h1 := h0.1
    rw [hre, Complex.zero_re] at h1
    linarith
  · have hz := (hP.dotProduct_mulVec_zero_iff ψ).mp
      (Complex.ext (by rw [hre, heq, sub_self, Complex.zero_re]) h0.2.symm)
    rw [sub_mulVec, smul_mulVec, one_mulVec] at hz
    exact sub_eq_zero.mp hz
```

## One trial state, two bounds

From here on $H$ and $R$ are Hermitian. Let $\psi$ be a ground state at count $t$ and use it as a trial state at count $s$:

$$E(s)\le\langle H+sR\rangle_\psi=E(t)+(s-t)\langle R\rangle_\psi.$$

```lean
/-- A ground state at count `t` bounds the ground energy at every other count `s` through
its expectation value of the correction. -/
theorem energy_le_first_order {H R : Matrix n n ℂ} (hH : H.IsHermitian)
    (hR : R.IsHermitian) {t : ℝ} {ψ : n → ℂ} (hψ : IsGroundState (corrected H R t) ψ)
    (s : ℝ) : groundEnergy (corrected H R s)
      ≤ groundEnergy (corrected H R t) + (s - t) * expectation R ψ := by
  have h := (variational (corrected_isHermitian hH hR s) hψ.1).1
  rwa [expectation_corrected H R s t, hψ.expectation_eq] at h
```

Now set $t=1$ and $r=\langle R\rangle_\psi$. The choices $s=0$ and $s=2$ give $E(0)\le E(1)-r$ and $E(2)\le E(1)+r$, so

$$E(2)-E(1)\le r\le E(1)-E(0).$$

Starting from the ground state of $H$, as in ordinary perturbation theory, is a mistake here: it gives upper bounds on both $E(1)$ and $E(2)$, and these do not order the two differences. The proof here takes its trial state from the middle count, where it attains $E(1)$ exactly. In the proof, `h0` and `h2` are the two bounds, and `linarith` eliminates $r$.

```lean
/-- Double counting: `E(2) - E(1) ≤ E(1) - E(0)` for the lowest eigenvalue `E(t)` of
`H + t R`. -/
theorem double_counting {H R : Matrix n n ℂ} (hH : H.IsHermitian) (hR : R.IsHermitian) :
    groundEnergy (corrected H R 2) - groundEnergy (corrected H R 1)
      ≤ groundEnergy (corrected H R 1) - groundEnergy (corrected H R 0) := by
  -- the singly corrected ground state serves as trial state on both sides
  obtain ⟨ψ, hψ⟩ := exists_groundState (corrected_isHermitian hH hR 1)
  have h0 := energy_le_first_order hH hR hψ 0
  have h2 := energy_le_first_order hH hR hψ 2
  linarith
```

Suppose that $R$ stabilises the ground state, $E(1)<E(0)$. Then $E(2)-E(1)\le E(1)-E(0)<0$, and reversing signs gives

$$E(1)-E(2)\ge E(0)-E(1)>0.$$

The hypothesis `hstab` concerns the ground energy only; $R$ may have positive eigenvalues, as in the two-level example.

```lean
/-- If the correction lowers the ground energy, a second count lowers it again, by at least
the same amount. -/
theorem spurious_lowering {H R : Matrix n n ℂ} (hH : H.IsHermitian) (hR : R.IsHermitian)
    (hstab : groundEnergy (corrected H R 1) < groundEnergy (corrected H R 0)) :
    groundEnergy (corrected H R 2) < groundEnergy (corrected H R 1) ∧
      groundEnergy (corrected H R 0) - groundEnergy (corrected H R 1)
        ≤ groundEnergy (corrected H R 1) - groundEnergy (corrected H R 2) := by
  have h := double_counting hH hR
  constructor <;> linarith
```

## When the second lowering equals the first

If the two changes are equal, both equal $r$. Then $\langle H\rangle_\psi=E(1)-r=E(0)$ and $\langle H+2R\rangle_\psi=E(1)+r=E(2)$, so $\psi$ attains both variational bounds and is a ground state of both matrices.

Conversely, a shared ground state $\psi$ of $H$ and $H+2R$ gives

$$E(1)\le\langle H+R\rangle_\psi=\tfrac12\bigl(E(0)+E(2)\bigr),$$

which is the reverse inequality. Equality always occurs for a single basis state; in the two-level example the ground states differ and the inequality is strict.

```lean
/-- The two energy changes are equal exactly when the uncorrected and the doubly corrected
Hamiltonian share a ground state. -/
theorem double_counting_eq_iff {H R : Matrix n n ℂ} (hH : H.IsHermitian)
    (hR : R.IsHermitian) :
    groundEnergy (corrected H R 2) - groundEnergy (corrected H R 1)
        = groundEnergy (corrected H R 1) - groundEnergy (corrected H R 0) ↔
      ∃ ψ, IsGroundState (corrected H R 0) ψ ∧ IsGroundState (corrected H R 2) ψ := by
  constructor
  · intro heq
    -- the singly corrected ground state must attain both variational bounds
    obtain ⟨ψ, hψ⟩ := exists_groundState (corrected_isHermitian hH hR 1)
    have v0 := variational (corrected_isHermitian hH hR 0) hψ.1
    have v2 := variational (corrected_isHermitian hH hR 2) hψ.1
    have e0 := expectation_corrected H R 0 1 ψ
    have e2 := expectation_corrected H R 2 1 ψ
    rw [hψ.expectation_eq] at e0 e2
    exact ⟨ψ, v0.2 (by linarith [v0.1, v2.1]), v2.2 (by linarith [v0.1, v2.1])⟩
  · rintro ⟨ψ, h0, h2⟩
    have v1 := (variational (corrected_isHermitian hH hR 1) h0.1).1
    have e0 := expectation_corrected H R 0 1 ψ
    have e2 := expectation_corrected H R 2 1 ψ
    rw [h0.expectation_eq] at e0
    rw [h2.expectation_eq] at e2
    linarith [double_counting hH hR]

end

end RelativisticDoubleCounting
```

```lean
#print axioms RelativisticDoubleCounting.groundEnergy_isLeast
#print axioms RelativisticDoubleCounting.spurious_lowering
#print axioms RelativisticDoubleCounting.double_counting_eq_iff
```

```
'RelativisticDoubleCounting.groundEnergy_isLeast' depends on axioms: [propext, Classical.choice, Quot.sound]
'RelativisticDoubleCounting.spurious_lowering' depends on axioms: [propext, Classical.choice, Quot.sound]
'RelativisticDoubleCounting.double_counting_eq_iff' depends on axioms: [propext, Classical.choice, Quot.sound]
```
